# On a finite cation–anion bond network, valences of potential form uniquely minimise the sum of squares at fixed atomic sums

I want to state a rule of the bond valence model precisely, and I am stuck on how to encode the valence sum rule. Either I prescribe a valence for every atom and ask for bond valences that add up to it, or I only compare two sets of bond valences that have the same sum at every atom. The physical claim is that the sum rule leaves the bond valences underdetermined whenever the network has rings, and that the solution in which each bond valence is a cation term plus an anion term is the most even one, in the sense of the smallest sum of squares. I believe this from a Lagrange multiplier argument, but I would like a rigorous version, checked in Lean, that also says whether such a solution exists and whether it is unique.

## Comparing two valence assignments on one network

The version below takes the second option. No atomic valences are prescribed. Two assignments are compared when their sums agree at every atom, so the common sums play the part of the atomic valences, and every statement concerns a set of sums that at least one assignment realises.

Let E be a finite set of bonds, C a finite set of cations and A a finite set of anions (the existence theorem below does not use the finiteness of C and A). Each bond e has a cation end c(e) and an anion end a(e). A valence assignment is a real number t(e) for each bond. Its sums at a cation i and at an anion j are

    S_i[t] = Σ_{e : c(e) = i} t(e),    T_j[t] = Σ_{e : a(e) = j} t(e),

and its sum of squares is

    Q(t) = Σ_e t(e)².

An assignment s has potential form if there are numbers u(i) on the cations and w(j) on the anions with

    s(e) = u(c(e)) + w(a(e))    for every bond e.

This condition stands for the loop rule of the bond network. Around a closed ring of bonds each atom is met by two consecutive bonds, so in the alternating sum of the valences every u and every w cancels and the sum is zero. In the Lagrange argument, u and w are the multipliers of the cation and anion constraints: making Q/2 stationary under fixed S_i and T_j gives exactly this form. Since Σ_e t(e) = Σ_i S_i[t] is fixed by the constraints, a smaller Q means a smaller spread of the valences about their mean.

## Orthogonality and the sum of squares

No calculus is needed. For a function f on the cations and any assignment d, grouping the bonds by their cation end gives

    Σ_e f(c(e)) d(e) = Σ_i f(i) S_i[d],

and the same holds for the anions. If s has potential form, then for any assignment r

    Σ_e s(e) r(e) = Σ_e u(c(e)) r(e) + Σ_e w(a(e)) r(e) = Σ_i u(i) S_i[r] + Σ_j w(j) T_j[r].

The overlap of s with r therefore depends on r only through its atomic sums. If t has the same sums as s, the overlaps with r = t and with r = s are equal, so

    Σ_e s(e) (t(e) − s(e)) = 0.

Writing t = s + (t − s) and expanding the square bond by bond,

    Q(t) = Q(s) + Q(t − s) + 2 Σ_e s(e) (t(e) − s(e)) = Q(s) + Q(t − s).

As Q(t − s) ≥ 0, this gives Q(s) ≤ Q(t). Equality forces Q(t − s) = 0, a sum of squares in which every term must vanish, so t = s. If t also has potential form, the inequality holds in both directions, hence Q(t) = Q(s) and t = s.

For existence, regard assignments as vectors in Euclidean space with one coordinate per bond. Those of potential form make up a linear subspace K, because potentials can be added and scaled. Split any t as

    t = y + z,    y in K,    z orthogonal to K.

For a cation i, let r(e) = 1 if c(e) = i and r(e) = 0 otherwise. This r lies in K, with u the indicator of i and w = 0. Orthogonality of z to r gives

    S_i[t] = Σ_e r(e) t(e) = Σ_e r(e) y(e) = S_i[y],

and the anion indicators give T_j[t] = T_j[y]. So y has potential form and the same sums as t.

For the converse, suppose s minimises Q among the assignments with its sums. Let s′ be an assignment of potential form with those sums. Then Q(s′) ≤ Q(s) by the inequality and Q(s) ≤ Q(s′) by minimality, so the equality case gives s = s′, and s has potential form.

## The Lean objects and what they fix

The types `E`, `C` and `A` are the bonds, cations and anions, and the maps `c : E → C` and `a : E → A` give the two ends. Because each bond has one end in `C` and one in `A`, the network is bipartite by construction, with no cation–cation or anion–anion bonds. Several bonds may join the same pair of atoms. This can happen when a periodic structure is reduced to one cell: with one cation and one anion joined by six bonds, potential form says that the six valences are equal. Nothing requires the network to be connected. An atom without bonds has sum zero, and with no bonds at all the general theorems hold trivially.

`atomSum p s x` is the sum of `s` over the bonds with `p e = x`, so `atomSum c t i` is S_i[t] and `atomSum a t j` is T_j[t]. Both sums count the valence with a plus sign; the anion sum corresponds to the magnitude of the anion's formal charge. `SameSums c a t s` says that all S_i and all T_j agree for t and s. `PotentialForm c a s` says that some u and w exist, and `sqSum` is Q.

Read in words, `sqSum_decomposition` is Q(t) = Q(s) + Q(t − s) under the hypotheses `hs` (s has potential form) and `h` (same sums). `unique_least_squares` gives, under the same hypotheses, Q(s) ≤ Q(t) together with the equivalence of Q(t) = Q(s) and t = s. `potentialForm_unique` says that two assignments of potential form with the same sums are equal. `exists_potentialForm` says that every t has a partner of potential form with the same sums, and `minimal_iff_potentialForm` says that s minimises Q among the assignments with its sums exactly when it has potential form.

Uniqueness refers to s and not to the potentials: adding a constant to every u and subtracting it from every w leaves s unchanged. Valences are arbitrary reals, and no theorem says that the minimiser is positive on every bond. All bonds enter Q with equal weight. Bond lengths, the empirical relation between length and valence, and the loop rule as a statement about rings do not occur in the file; potential form is taken as the condition itself. That least squares is the right criterion for real crystals is an assumption of the model and is not derived. If they are all positive, valences obtained this way can be turned into bond lengths by the empirical relation, for judging a trial structure before an electronic-structure calculation, but the theorems concern only a finite, bipartite, equally weighted network with no energy and no electrons in it.

```lean
import Mathlib

open Finset

namespace BondValenceLeastSquares

variable {E C A : Type*} [Fintype E] [DecidableEq C] [DecidableEq A]

/-- Sum of the valences `s` over all bonds `e` whose end `p e` is the atom `x`. -/
def atomSum {X : Type*} [DecidableEq X] (p : E → X) (s : E → ℝ) (x : X) : ℝ :=
  ∑ e, if p e = x then s e else 0

/-- The bond valences `t` and `s` have the same sum at every cation and at every anion. -/
def SameSums (c : E → C) (a : E → A) (t s : E → ℝ) : Prop :=
  (∀ i, atomSum c t i = atomSum c s i) ∧ (∀ j, atomSum a t j = atomSum a s j)

/-- Each bond valence is a potential of its cation plus a potential of its anion. -/
def PotentialForm (c : E → C) (a : E → A) (s : E → ℝ) : Prop :=
  ∃ (u : C → ℝ) (w : A → ℝ), ∀ e, s e = u (c e) + w (a e)

/-- Sum of the squared bond valences. -/
def sqSum (s : E → ℝ) : ℝ := ∑ e, s e ^ 2

/-- A bond sum weighted by an atomic quantity `f` equals the sum over atoms of `f`
times the valence sum at that atom. -/
theorem sum_regroup {X : Type*} [Fintype X] [DecidableEq X] (p : E → X) (f : X → ℝ)
    (d : E → ℝ) : ∑ e, f (p e) * d e = ∑ x, f x * atomSum p d x := by
  unfold atomSum
  simp only [Finset.mul_sum]
  rw [Finset.sum_comm]
  refine Finset.sum_congr rfl fun e _ => ?_
  rw [Finset.sum_eq_single (p e)]
  · simp
  · intro x _ hx
    simp [Ne.symm hx]
  · simp

variable [Fintype C] [Fintype A] {c : E → C} {a : E → A}

/-- Valences of potential form are orthogonal to every change of valences that keeps
all atomic valence sums. -/
theorem orthogonal {s t : E → ℝ} (hs : PotentialForm c a s) (h : SameSums c a t s) :
    ∑ e, s e * (t e - s e) = 0 := by
  obtain ⟨u, w, huw⟩ := hs
  -- the overlap of `s` with any `r` depends only on the atomic sums of `r`
  have key : ∀ r : E → ℝ, ∑ e, s e * r e
      = ∑ i, u i * atomSum c r i + ∑ j, w j * atomSum a r j := by
    intro r
    rw [← sum_regroup, ← sum_regroup, ← Finset.sum_add_distrib]
    refine Finset.sum_congr rfl fun e _ => ?_
    rw [huw e]
    ring
  have hsplit : ∑ e, s e * (t e - s e) = ∑ e, s e * t e - ∑ e, s e * s e := by
    rw [← Finset.sum_sub_distrib]
    exact Finset.sum_congr rfl fun e _ => by ring
  rw [hsplit, key t, key s]
  simp only [h.1, h.2, sub_self]

/-- If `s` has potential form and `t` has the same sum at every atom, then
`∑ t² = ∑ s² + ∑ (t - s)²`. -/
theorem sqSum_decomposition {s t : E → ℝ} (hs : PotentialForm c a s)
    (h : SameSums c a t s) : sqSum t = sqSum s + sqSum (t - s) := by
  have h0 := orthogonal hs h
  have h1 : sqSum t = sqSum s + sqSum (t - s) + 2 * ∑ e, s e * (t e - s e) := by
    unfold sqSum
    rw [Finset.mul_sum, ← Finset.sum_add_distrib, ← Finset.sum_add_distrib]
    refine Finset.sum_congr rfl fun e _ => ?_
    rw [Pi.sub_apply]
    ring
  rw [h1, h0]
  ring

/-- Among valences with the same atomic sums, valences `s` of potential form have the
smallest sum of squares, and only `s` itself attains it. -/
theorem unique_least_squares {s t : E → ℝ} (hs : PotentialForm c a s)
    (h : SameSums c a t s) : sqSum s ≤ sqSum t ∧ (sqSum t = sqSum s ↔ t = s) := by
  have hd := sqSum_decomposition hs h
  have hn : 0 ≤ sqSum (t - s) := Finset.sum_nonneg fun e _ => sq_nonneg _
  refine ⟨by linarith, fun heq => ?_, fun heq => by rw [heq]⟩
  have hz : ∑ e, (t - s) e ^ 2 = 0 := by
    have : sqSum (t - s) = 0 := by linarith
    exact this
  -- a vanishing sum of squares forces every deviation to vanish
  have hall := (Finset.sum_eq_zero_iff_of_nonneg (fun e _ => sq_nonneg ((t - s) e))).1 hz
  funext e
  have he := pow_eq_zero_iff (two_ne_zero) |>.1 (hall e (Finset.mem_univ e))
  rw [Pi.sub_apply] at he
  linarith

/-- Two sets of valences of potential form with the same atomic sums coincide. -/
theorem potentialForm_unique {s t : E → ℝ} (hs : PotentialForm c a s)
    (ht : PotentialForm c a t) (h : SameSums c a t s) : t = s := by
  have h' : SameSums c a s t := ⟨fun i => (h.1 i).symm, fun j => (h.2 j).symm⟩
  exact (unique_least_squares hs h).2.1
    (le_antisymm (unique_least_squares ht h').1 (unique_least_squares hs h).1)

/-- The subspace of valence vectors of potential form in the Euclidean space of bonds. -/
def potentialSpace (c : E → C) (a : E → A) : Submodule ℝ (EuclideanSpace ℝ E) where
  carrier := {v | PotentialForm c a v.ofLp}
  add_mem' := by
    rintro x y ⟨u, w, hx⟩ ⟨u', w', hy⟩
    refine ⟨u + u', w + w', fun e => ?_⟩
    have : (x + y).ofLp e = x.ofLp e + y.ofLp e := rfl
    rw [this, hx e, hy e, Pi.add_apply, Pi.add_apply]
    ring
  zero_mem' := ⟨0, 0, fun e => by simp⟩
  smul_mem' := by
    rintro r x ⟨u, w, hx⟩
    refine ⟨fun i => r * u i, fun j => r * w j, fun e => ?_⟩
    have : (r • x).ofLp e = r * x.ofLp e := rfl
    rw [this, hx e]
    ring

omit [Fintype C] [Fintype A] in
/-- For any valences `t` there are valences of potential form with the same sum at
every atom. -/
theorem exists_potentialForm (c : E → C) (a : E → A) (t : E → ℝ) :
    ∃ s, PotentialForm c a s ∧ SameSums c a t s := by
  -- orthogonal splitting of `t` along the potential subspace
  obtain ⟨y, hy, z, hz, hyz⟩ :=
    (potentialSpace c a).exists_add_mem_mem_orthogonal (WithLp.toLp 2 t)
  have ht : ∀ e, t e = y.ofLp e + z.ofLp e := fun e =>
    congrFun (congrArg WithLp.ofLp hyz) e
  have horth : ∀ r : E → ℝ, PotentialForm c a r →
      ∑ e, r e * t e = ∑ e, r e * y.ofLp e := by
    intro r hr
    have h0 := (Submodule.mem_orthogonal _ _).1 hz (WithLp.toLp 2 r) hr
    have h1 : ∑ e, r e * z.ofLp e = 0 := by
      simpa [PiLp.inner_apply, mul_comm] using h0
    simp only [ht, mul_add, Finset.sum_add_distrib, h1, add_zero]
  refine ⟨y.ofLp, hy, fun i => ?_, fun j => ?_⟩
  · -- test against the indicator potential of cation `i`
    have := horth (fun e => if c e = i then 1 else 0)
      ⟨fun k => if k = i then 1 else 0, 0, fun e => by simp⟩
    simpa only [atomSum, ite_mul, one_mul, zero_mul] using this
  · have := horth (fun e => if a e = j then 1 else 0)
      ⟨0, fun k => if k = j then 1 else 0, fun e => by simp⟩
    simpa only [atomSum, ite_mul, one_mul, zero_mul] using this

/-- Valences minimise the sum of squares among all valences with the same atomic sums
exactly when they have potential form. -/
theorem minimal_iff_potentialForm (s : E → ℝ) :
    (∀ t, SameSums c a t s → sqSum s ≤ sqSum t) ↔ PotentialForm c a s := by
  refine ⟨fun hmin => ?_, fun hs t h => (unique_least_squares hs h).1⟩
  obtain ⟨s', hs', h⟩ := exists_potentialForm c a s
  have h' : SameSums c a s' s := ⟨fun i => (h.1 i).symm, fun j => (h.2 j).symm⟩
  have hu := unique_least_squares hs' h
  have heq : s = s' := hu.2.1 (le_antisymm (hmin s' h') hu.1)
  rw [heq]
  exact hs'

/-- In a four-membered ring of two cations and two anions, the valences `(1,2,2,3)` have
potential form, `(2,1,1,4)` have the same atomic sums, and the squared sums are 18 and 22. -/
theorem ring_witness :
    PotentialForm (![0, 0, 1, 1] : Fin 4 → Fin 2) (![0, 1, 0, 1] : Fin 4 → Fin 2)
      ![1, 2, 2, 3] ∧
    SameSums (![0, 0, 1, 1] : Fin 4 → Fin 2) (![0, 1, 0, 1] : Fin 4 → Fin 2)
      ![2, 1, 1, 4] ![1, 2, 2, 3] ∧
    sqSum (![1, 2, 2, 3] : Fin 4 → ℝ) = 18 ∧ sqSum (![2, 1, 1, 4] : Fin 4 → ℝ) = 22 := by
  refine ⟨⟨![1, 2], ![0, 1], fun e => ?_⟩, ⟨fun i => ?_, fun j => ?_⟩, ?_, ?_⟩
  · fin_cases e <;> simp <;> norm_num
  · unfold atomSum
    rw [Fin.sum_univ_four, Fin.sum_univ_four]
    fin_cases i <;> simp <;> norm_num
  · unfold atomSum
    rw [Fin.sum_univ_four, Fin.sum_univ_four]
    fin_cases j <;> simp <;> norm_num
  · unfold sqSum
    rw [Fin.sum_univ_four]
    simp
    norm_num
  · unfold sqSum
    rw [Fin.sum_univ_four]
    simp
    norm_num

end BondValenceLeastSquares
```

```lean
#print axioms BondValenceLeastSquares.potentialForm_unique
#print axioms BondValenceLeastSquares.minimal_iff_potentialForm
```

```
'BondValenceLeastSquares.potentialForm_unique' depends on axioms: [propext, Classical.choice, Quot.sound]
'BondValenceLeastSquares.minimal_iff_potentialForm' depends on axioms: [propext, Classical.choice, Quot.sound]
```

## How the Lean proof follows the derivation

`sum_regroup` is the grouping by atom, stated for an arbitrary end map `p` so that it serves both `c` and `a`. After `atomSum` is unfolded, the right side is a double sum over atoms and bonds. `Finset.sum_comm` puts the bond sum outside, and for a fixed bond `Finset.sum_eq_single (p e)` keeps only the atom at its end, since the term vanishes for any other atom.

In `orthogonal`, the step `key` is the overlap formula for a general `r`: both atomic sums are turned back into bond sums with `sum_regroup`, and for each bond `huw e` replaces s(e) by u(c(e)) + w(a(e)). The step `hsplit` writes the cross term as the overlap with t minus the overlap with s. After `key t` and `key s`, the two halves of `h` make the two expressions identical and the difference is zero.

In `sqSum_decomposition`, `h1` is the expansion of the square with its cross term, checked bond by bond by `ring`, and `h0` removes the cross term. `unique_least_squares` adds `hn`, the non-negativity of Q(t − s), to get the inequality. For the equality case, `hz` states that the squared deviations sum to zero, `Finset.sum_eq_zero_iff_of_nonneg` makes each square zero, and `pow_eq_zero_iff` makes each deviation zero. `potentialForm_unique` applies the inequality once with each assignment in the role of s and passes the resulting equality of squared sums to the equality case.

`potentialSpace` is K, a subspace of `EuclideanSpace ℝ E`, the space of bond vectors with the ordinary dot product. Its closure proofs supply the potentials `u + u'`, `w + w'` for a sum and the scaled potentials for a multiple. In `exists_potentialForm`, `exists_add_mem_mem_orthogonal` provides the splitting into `y` and `z`, and `ht` is t(e) = y(e) + z(e). The step `horth` says that any `r` of potential form has the same overlap with t as with y. The last two branches insert the indicator of cation `i` and of anion `j`, whose overlaps are the atomic sums. `minimal_iff_potentialForm` takes `s'` from the existence theorem, combines `hmin s' h'` with `hu.1` into Q(s) = Q(s′), and concludes `s = s'` from `hu.2.1`; the other direction is the inequality.

## A four-membered ring

`ring_witness` has bonds 0 to 3, cations 0 and 1, and anions 0 and 1, with cation ends (0, 0, 1, 1) and anion ends (0, 1, 0, 1). The potentials u = (1, 2) and w = (0, 1) give s = (1, 2, 2, 3). The assignment t = (2, 1, 1, 4) has the same sums, which are 3 and 5 at the cations and 3 and 5 at the anions; the numbers are illustrative and describe no compound. The theorem states the potential form of s, the agreement of the sums, Q(s) = 18 and Q(t) = 22. The difference t − s = (1, −1, −1, 1) alternates in sign along the ring 0, 2, 3, 1 and has squared sum 4, in agreement with

    22 = 18 + 4.

The example shows a case with t different from s and a strict inequality.

## Prescribing the atomic valences

The first option in the question fixes numbers V(i) and W(j) and calls t admissible when S_i[t] = V(i) and T_j[t] = W(j) for all atoms. The decomposition, the inequality and uniqueness carry over directly, since two admissible assignments have the same sums. Existence changes. An admissible assignment need not exist: summing over all bonds gives Σ_i V(i) = Σ_j W(j) as a necessary condition, which is electroneutrality, and the same balance is needed on each connected part of the network, including zero valence for an atom without bonds. That version needs some further condition on V and W. One can assume that some admissible t exists, which returns to `exists_potentialForm`. One can introduce connectivity and prove that the balance conditions suffice. Or one can use the linear-algebra form of the same condition, that Σ_i u(i) V(i) + Σ_j w(j) W(j) = 0 whenever u(c(e)) + w(a(e)) = 0 on every bond. The remarks on rings, on multipliers and on this solvability condition are ordinary arguments and are not among the theorems in the file.
